# Two configurations degenerate at order Z² and coupled at order Z have a correlation energy asymptotically linear in nuclear charge

## Does the correlation energy diverge along an ion series?

I model a highly charged ion, without relativity, by two configurations, 0 and 1, that share the leading energy $Z^2e$, as $1s^22s^2$ and $1s^22p^2$ do for hydrogenic orbitals. Electron repulsion splits and couples them at order $Z$, so I write

$$H(Z)=Z^2e\,I+ZM+R,\qquad M=\begin{pmatrix}a&b\\b&c\end{pmatrix},\quad R=\begin{pmatrix}p&q\\q&r\end{pmatrix},$$

with all entries real and independent of $Z$; $R$ collects the corrections of order $Z^0$, which for hydrogenic orbitals come from the configurations left out. I expect the energy gained over configuration 0 to grow linearly in $Z$ when $b\neq0$. Can this be derived rigorously and checked in Lean?

## Trial vectors fix the linear term

Yes. The choice that matters is what "ground energy" means: here it is an eigenvalue that no energy expectation undercuts. For a real symmetric matrix this is the lowest eigenvalue, and it lets the variational principle do the work.

Let $\mu$ be the ground energy of $M$, $E(Z)$ that of $H(Z)$, and $C=\sum_{ij}|R_{ij}|$. For a normalised vector $x$, $|x_ix_j|\le(x_i^2+x_j^2)/2\le1$, so $|x^TRx|\le C$.

Take $Z>0$. The normalised ground vector $v$ of $M$ is a trial vector for $H(Z)$, and the normalised ground vector $u$ of $H(Z)$ is one for $M$:

$$E(Z)\le Z^2e+Z\mu+v^TRv\le Z^2e+Z\mu+C,$$
$$E(Z)=Z^2e+Z\,u^TMu+u^TRu\ge Z^2e+Z\mu-C.$$

Hence

$$\frac{E(Z)-Z^2e-Za}{Z}=\mu-a+\frac{E(Z)-Z^2e-Z\mu}{Z}\longrightarrow\mu-a,$$

because the last fraction is at most $C/Z$ in size.

To find $\mu$, set $s=\sqrt{(c-a)^2+4b^2}$ and $\mu=(a+c-s)/2$. Then $(a-\mu)(c-\mu)=(s^2-(c-a)^2)/4=b^2$, so $\det(M-\mu I)=0$ and $\mu$ is an eigenvalue. Since $(a-\mu)+(c-\mu)=s$, we also have

$$s\,x^T(M-\mu I)x=\|(M-\mu I)x\|^2\ge0,$$

which makes $\mu$ the lowest one when $s>0$. If $s=0$, then $M=\mu I$. The limit is therefore $(c-a-s)/2$, and $b\ne0$ gives $s>c-a$, so it is negative.

Measured from the full expectation $H_{00}=Z^2e+Za+p$, the correlation energy satisfies $E(Z)-H_{00}\le Z(\mu-a)+C-p$, which tends to $-\infty$.

**A numerical instance.** Take $a=0$, $b=2$, $c=3$, $p=r=0$, $q=1$. Then $s=5$ and the limit is $-1$. At $Z=10$, $E-Z^2e=(30-\sqrt{2664})/2\approx-10.81$, so the quotient is about $-1.081$.

**The uncoupled limit.** The coefficient vanishes exactly when $b=0$ and $a\le c$. Then $\mu=a$, and the two trial-vector bounds on $E(Z)$ keep the correlation energy bounded as $Z$ grows. If $b=0$ but $c<a$, the coefficient is $c-a$: this is no correlation effect, only a sign that configuration 0 is not the lower one at large $Z$.

## What the Lean statements say

`IsGroundEnergy A E` is the definition above, written for unnormalised vectors. `chargeHamiltonian` is $H(Z)$, and the repeated `b` and `q` encode symmetry. In `near_degenerate_correlation_linear`, `hE` says that `E Z` is the ground energy at every `Z > 0`; `chargeHamiltonian_pair_ground` supplies such a function. `Tendsto … atTop` is the limit $Z\to\infty$.

The matrices are assumed, not derived from a Coulomb Hamiltonian, and terms that vanish as $Z\to\infty$ are left out of $H(Z)$. The reference is the diagonal element $H_{00}$, not a Hartree–Fock energy with orbitals optimised at each $Z$. Within this two-configuration model, the result shows how a single-configuration reference can miss an energy that grows along an isoelectronic series.

```lean
import Mathlib

open Matrix Filter Topology

namespace NearDegenerateCorrelation

noncomputable section

/-- `E` is the ground energy of `A`: it is an eigenvalue, and no normalised vector has an energy
expectation below it. -/
def IsGroundEnergy {n : Type*} [Fintype n] (A : Matrix n n ℝ) (E : ℝ) : Prop :=
  (∃ v : n → ℝ, v ≠ 0 ∧ A *ᵥ v = E • v) ∧ ∀ x : n → ℝ, E * (x ⬝ᵥ x) ≤ x ⬝ᵥ (A *ᵥ x)

/-- The Hamiltonian `Z² e + Z M + R` at nuclear charge `Z`, in a space of configurations that
share the same leading energy `Z² e`. -/
def chargeHamiltonian {n : Type*} [DecidableEq n] (e : ℝ) (M R : Matrix n n ℝ) (Z : ℝ) :
    Matrix n n ℝ :=
  (Z ^ 2 * e) • (1 : Matrix n n ℝ) + Z • M + R

/-- The lower root `(a + c - √((c - a)² + 4 b²)) / 2` for two configurations with energies
`a`, `c` and coupling `b`. -/
def pairEnergy (a b c : ℝ) : ℝ := (a + c - √((c - a) ^ 2 + 4 * b ^ 2)) / 2

/-- In absolute value, `xᵀ R x` is at most the sum of the absolute entries of `R` times the squared
norm of the vector. -/
theorem abs_expectation_le {n : Type*} [Fintype n] (R : Matrix n n ℝ) (x : n → ℝ) :
    |x ⬝ᵥ (R *ᵥ x)| ≤ (∑ i, ∑ j, |R i j|) * (x ⬝ᵥ x) := by
  have hx : ∀ i, x i * x i ≤ x ⬝ᵥ x := fun i =>
    Finset.single_le_sum (f := fun k => x k * x k) (fun k _ => mul_self_nonneg (x k))
      (Finset.mem_univ i)
  have hij : ∀ i j, |x i * x j| ≤ x ⬝ᵥ x := fun i j => abs_le.mpr
    ⟨by nlinarith [hx i, hx j, sq_nonneg (x i + x j)],
      by nlinarith [hx i, hx j, sq_nonneg (x i - x j)]⟩
  calc |x ⬝ᵥ (R *ᵥ x)| = |∑ i, ∑ j, R i j * (x i * x j)| := by
        congr 1
        simp only [dotProduct, Matrix.mulVec, Finset.mul_sum]
        exact Finset.sum_congr rfl fun i _ => Finset.sum_congr rfl fun j _ => by ring
    _ ≤ ∑ i, ∑ j, |R i j * (x i * x j)| :=
        (Finset.abs_sum_le_sum_abs _ _).trans
          (Finset.sum_le_sum fun i _ => Finset.abs_sum_le_sum_abs _ _)
    _ ≤ ∑ i, ∑ j, |R i j| * (x ⬝ᵥ x) :=
        Finset.sum_le_sum fun i _ => Finset.sum_le_sum fun j _ => by
          rw [abs_mul]
          exact mul_le_mul_of_nonneg_left (hij i j) (abs_nonneg _)
    _ = (∑ i, ∑ j, |R i j|) * (x ⬝ᵥ x) := by simp only [Finset.sum_mul]

variable {n : Type*} [Fintype n] [DecidableEq n]

/-- The unnormalised energy expectation `xᵀ H(Z) x` splits into parts of order `Z²`, `Z` and `1`. -/
theorem expectation_chargeHamiltonian (e : ℝ) (M R : Matrix n n ℝ) (Z : ℝ) (x : n → ℝ) :
    x ⬝ᵥ (chargeHamiltonian e M R Z *ᵥ x)
      = Z ^ 2 * e * (x ⬝ᵥ x) + Z * (x ⬝ᵥ (M *ᵥ x)) + x ⬝ᵥ (R *ᵥ x) := by
  simp only [chargeHamiltonian, Matrix.add_mulVec, Matrix.smul_mulVec, Matrix.one_mulVec,
    dotProduct_add, dotProduct_smul, smul_eq_mul]

/-- For `Z ≥ 0` the ground energy differs from `Z² e + Z μ`, with `μ` the ground energy of `M`,
by at most the sum of the absolute entries of `R`. -/
theorem ground_energy_bound {e μ E Z : ℝ} {M R : Matrix n n ℝ} (hZ : 0 ≤ Z)
    (hμ : IsGroundEnergy M μ) (hE : IsGroundEnergy (chargeHamiltonian e M R Z) E) :
    |E - Z ^ 2 * e - Z * μ| ≤ ∑ i, ∑ j, |R i j| := by
  have pos : ∀ v : n → ℝ, v ≠ 0 → 0 < v ⬝ᵥ v := fun v hv =>
    lt_of_le_of_ne (Finset.sum_nonneg fun i _ => mul_self_nonneg (v i))
      (Ne.symm (mt dotProduct_self_eq_zero.mp hv))
  obtain ⟨⟨v, hv, hMv⟩, hM⟩ := hμ
  obtain ⟨⟨u, hu, hHu⟩, hH⟩ := hE
  -- the ground vector of `M` is a trial vector for the full Hamiltonian
  have h1 := hH v
  rw [expectation_chargeHamiltonian, hMv, dotProduct_smul, smul_eq_mul] at h1
  -- the true ground vector is a trial vector for `M`
  have h2 := expectation_chargeHamiltonian e M R Z u
  rw [hHu, dotProduct_smul, smul_eq_mul] at h2
  have h3 := mul_le_mul_of_nonneg_left (hM u) hZ
  have h4 := abs_le.mp (abs_expectation_le R v)
  have h5 := abs_le.mp (abs_expectation_le R u)
  generalize (∑ i, ∑ j, |R i j|) = C at h4 h5 ⊢
  refine abs_le.mpr ⟨?_, ?_⟩
  · refine le_of_mul_le_mul_right ?_ (pos u hu)
    nlinarith [h5.1]
  · refine le_of_mul_le_mul_right ?_ (pos v hv)
    nlinarith [h4.2]

/-- For any finite number of configurations, the ground energy measured from `Z² e + Z a` and
divided by `Z` tends to `μ - a`, where `μ` is the ground energy of `M`. -/
theorem tendsto_ground_energy {e μ : ℝ} (a : ℝ) {M R : Matrix n n ℝ} {E : ℝ → ℝ}
    (hμ : IsGroundEnergy M μ)
    (hE : ∀ Z > 0, IsGroundEnergy (chargeHamiltonian e M R Z) (E Z)) :
    Tendsto (fun Z => (E Z - Z ^ 2 * e - Z * a) / Z) atTop (𝓝 (μ - a)) := by
  have h : Tendsto (fun Z => (E Z - Z ^ 2 * e - Z * μ) / Z) atTop (𝓝 0) := by
    refine squeeze_zero_norm' (a := fun Z => (∑ i, ∑ j, |R i j|) / Z) ?_
      (tendsto_const_nhds.div_atTop tendsto_id)
    filter_upwards [eventually_gt_atTop 0] with Z hZ
    rw [Real.norm_eq_abs, abs_div, abs_of_pos hZ]
    exact div_le_div_of_nonneg_right (ground_energy_bound hZ.le hμ (hE Z hZ)) hZ.le
  have h' := h.add_const (μ - a)
  rw [zero_add] at h'
  refine h'.congr' ?_
  filter_upwards [eventually_gt_atTop 0] with Z hZ
  have hZ' : Z ≠ 0 := hZ.ne'
  field_simp
  ring

/-- `pairEnergy a b c` is the ground energy of the real symmetric matrix `[[a, b], [b, c]]`. -/
theorem pairEnergy_isGroundEnergy (a b c : ℝ) :
    IsGroundEnergy !![a, b; b, c] (pairEnergy a b c) := by
  have hs := Real.sq_sqrt (show 0 ≤ (c - a) ^ 2 + 4 * b ^ 2 by positivity)
  have hs0 := Real.sqrt_nonneg ((c - a) ^ 2 + 4 * b ^ 2)
  have hdet : (a - pairEnergy a b c) * (c - pairEnergy a b c) = b ^ 2 := by
    unfold pairEnergy
    linear_combination hs / 4
  have hsum : 0 ≤ (a - pairEnergy a b c) + (c - pairEnergy a b c) := by
    unfold pairEnergy
    linarith
  generalize pairEnergy a b c = μ at hdet hsum ⊢
  constructor
  · -- the secular determinant vanishes, so there is an eigenvector
    have hd : (!![a - μ, b; b, c - μ]).det = 0 := by
      rw [Matrix.det_fin_two_of]
      linear_combination hdet
    obtain ⟨v, hv, h⟩ := Matrix.exists_mulVec_eq_zero_iff.mpr hd
    have h0 := congrFun h 0
    have h1 := congrFun h 1
    simp [Matrix.mulVec, dotProduct, Fin.sum_univ_two] at h0 h1
    refine ⟨v, hv, ?_⟩
    ext i
    fin_cases i <;> simp [Matrix.mulVec, dotProduct, Fin.sum_univ_two] <;> linarith
  · intro x
    simp only [Matrix.mulVec, dotProduct, Fin.sum_univ_two, Matrix.of_apply, Matrix.cons_val_zero,
      Matrix.cons_val_one]
    rcases hsum.eq_or_lt with h | h
    · -- both roots coincide: the matrix is a multiple of the identity
      have h2 : b ^ 2 + (a - μ) ^ 2 = 0 := by linear_combination -hdet - (a - μ) * h
      have hb : b = 0 := pow_eq_zero_iff two_ne_zero |>.mp
        (by linarith [sq_nonneg b, sq_nonneg (a - μ)])
      have hp : a - μ = 0 := pow_eq_zero_iff two_ne_zero |>.mp
        (by linarith [sq_nonneg b, sq_nonneg (a - μ)])
      have ha : a = μ := by linarith
      have hc : c = μ := by linarith
      rw [hb, ha, hc]
      apply le_of_eq
      ring
    · -- otherwise the shifted expectation is a sum of squares over a positive number
      have key : ((a - μ) + (c - μ)) * (x 0 * (a * x 0 + b * x 1) + x 1 * (b * x 0 + c * x 1)
          - μ * (x 0 * x 0 + x 1 * x 1))
          = ((a - μ) * x 0 + b * x 1) ^ 2 + (b * x 0 + (c - μ) * x 1) ^ 2 := by
        linear_combination (x 0 ^ 2 + x 1 ^ 2) * hdet
      have h3 := (mul_nonneg_iff_of_pos_left h).mp (by rw [key]; positivity)
      linarith

/-- At every `Z` the two-configuration Hamiltonian with symmetric `M` and `R` has the ground
energy given by `pairEnergy` of its entries. -/
theorem chargeHamiltonian_pair_ground (e a b c p q r Z : ℝ) :
    IsGroundEnergy (chargeHamiltonian e !![a, b; b, c] !![p, q; q, r] Z)
      (pairEnergy (Z ^ 2 * e + Z * a + p) (Z * b + q) (Z ^ 2 * e + Z * c + r)) := by
  have h : chargeHamiltonian e !![a, b; b, c] !![p, q; q, r] Z
      = !![Z ^ 2 * e + Z * a + p, Z * b + q; Z * b + q, Z ^ 2 * e + Z * c + r] := by
    ext i j
    fin_cases i <;> fin_cases j <;> simp [chargeHamiltonian]
  rw [h]
  exact pairEnergy_isGroundEnergy _ _ _

/-- For two configurations coupled at order `Z` by `b ≠ 0`, the ground energy measured from
`Z² e + Z a` and divided by `Z` tends to `(c - a - √((c - a)² + 4 b²)) / 2`, which is negative. -/
theorem near_degenerate_correlation_linear {e a b c p q r : ℝ} {E : ℝ → ℝ} (hb : b ≠ 0)
    (hE : ∀ Z > 0,
      IsGroundEnergy (chargeHamiltonian e !![a, b; b, c] !![p, q; q, r] Z) (E Z)) :
    Tendsto (fun Z => (E Z - Z ^ 2 * e - Z * a) / Z) atTop
        (𝓝 ((c - a - √((c - a) ^ 2 + 4 * b ^ 2)) / 2))
      ∧ (c - a - √((c - a) ^ 2 + 4 * b ^ 2)) / 2 < 0 := by
  constructor
  · have h := tendsto_ground_energy a (pairEnergy_isGroundEnergy a b c) hE
    have h' : pairEnergy a b c - a = (c - a - √((c - a) ^ 2 + 4 * b ^ 2)) / 2 := by
      unfold pairEnergy
      ring
    rwa [h'] at h
  · have hb2 : 0 < b ^ 2 := by positivity
    have h : c - a < √((c - a) ^ 2 + 4 * b ^ 2) := Real.lt_sqrt_of_sq_lt (by linarith)
    linarith

/-- For `b ≠ 0` the correlation energy, measured from the full energy expectation of the first
configuration, tends to minus infinity as `Z` grows. -/
theorem correlation_energy_tendsto_atBot {e a b c p q r : ℝ} {E : ℝ → ℝ} (hb : b ≠ 0)
    (hE : ∀ Z > 0,
      IsGroundEnergy (chargeHamiltonian e !![a, b; b, c] !![p, q; q, r] Z) (E Z)) :
    Tendsto (fun Z => E Z - chargeHamiltonian e !![a, b; b, c] !![p, q; q, r] Z 0 0)
      atTop atBot := by
  have hneg : pairEnergy a b c - a < 0 := by
    have h := (near_degenerate_correlation_linear hb hE).2
    unfold pairEnergy
    linarith
  -- a straight line of negative slope lies above the correlation energy
  refine tendsto_atBot_mono' atTop ?_ (tendsto_atBot_add_const_left atTop
    ((∑ i, ∑ j, |(!![p, q; q, r] : Matrix (Fin 2) (Fin 2) ℝ) i j|) - p)
    (tendsto_id.const_mul_atTop_of_neg hneg))
  filter_upwards [eventually_gt_atTop 0] with Z hZ
  have h := (abs_le.mp (ground_energy_bound hZ.le (pairEnergy_isGroundEnergy a b c) (hE Z hZ))).2
  have h00 : chargeHamiltonian e !![a, b; b, c] !![p, q; q, r] Z 0 0
      = Z ^ 2 * e + Z * a + p := by
    simp [chargeHamiltonian]
  rw [h00, id_eq]
  linarith

/-- The coefficient of the linear growth vanishes exactly when the configurations are uncoupled
at order `Z` and the first one is not the higher of the two. -/
theorem linear_coefficient_eq_zero_iff (a b c : ℝ) :
    (c - a - √((c - a) ^ 2 + 4 * b ^ 2)) / 2 = 0 ↔ b = 0 ∧ a ≤ c := by
  constructor
  · intro h
    have hs := Real.sq_sqrt (show 0 ≤ (c - a) ^ 2 + 4 * b ^ 2 by positivity)
    have hs0 := Real.sqrt_nonneg ((c - a) ^ 2 + 4 * b ^ 2)
    have h1 : √((c - a) ^ 2 + 4 * b ^ 2) = c - a := by linarith
    rw [h1] at hs hs0
    exact ⟨pow_eq_zero_iff two_ne_zero |>.mp (by linarith), by linarith⟩
  · rintro ⟨rfl, h⟩
    rw [show (c - a) ^ 2 + 4 * (0 : ℝ) ^ 2 = (c - a) ^ 2 by ring,
      Real.sqrt_sq (by linarith)]
    ring

end

end NearDegenerateCorrelation
```

```lean
#print axioms NearDegenerateCorrelation.chargeHamiltonian_pair_ground
#print axioms NearDegenerateCorrelation.near_degenerate_correlation_linear
#print axioms NearDegenerateCorrelation.correlation_energy_tendsto_atBot
#print axioms NearDegenerateCorrelation.linear_coefficient_eq_zero_iff
```

```
'NearDegenerateCorrelation.chargeHamiltonian_pair_ground' depends on axioms: [propext, Classical.choice, Quot.sound]
'NearDegenerateCorrelation.near_degenerate_correlation_linear' depends on axioms: [propext, Classical.choice, Quot.sound]
'NearDegenerateCorrelation.correlation_energy_tendsto_atBot' depends on axioms: [propext, Classical.choice, Quot.sound]
'NearDegenerateCorrelation.linear_coefficient_eq_zero_iff' depends on axioms: [propext, Classical.choice, Quot.sound]
```

## From the bounds to the Lean proof

`abs_expectation_le` bounds the expectation of $R$, and `expectation_chargeHamiltonian` separates the powers of $Z$. `ground_energy_bound` uses the two trial vectors; `le_of_mul_le_mul_right` cancels their positive squared norms. `tendsto_ground_energy` squeezes the remainder by $C/Z$, for any finite number of configurations.

`pairEnergy_isGroundEnergy` gets the eigenvector from the vanishing determinant and the lower bound from the sum of squares in `key`, treating $s=0$ separately. The main theorem combines these results, with `Real.lt_sqrt_of_sq_lt` giving the strict sign. `correlation_energy_tendsto_atBot` places the correlation energy below a line of negative slope, and `linear_coefficient_eq_zero_iff` says exactly when the linear coefficient vanishes.
